# A projector shift turns the constrained response functional into an unconstrained one

Minimise $\langle\varphi,(H-e)\varphi\rangle+2\,\mathrm{Re}\langle\varphi,b\rangle$ numerically, where $\varphi$ is supposed to stay orthogonal to the occupied states. If some occupied level lies below $e$, the value falls without limit as a component of $\varphi$ along it grows, so a search that lets such a component slip in can run away. Let $P$ be the projector on the occupied states, and let $H-e$ be positive on the vectors orthogonal to them. Adding $aP$ to $H$ with $a$ large enough, and replacing $b$ by $(1-P)b$, removes this instability: the new functional, minimised over all $\varphi$, has the same minimizer and minimum as the constrained problem.

In density functional perturbation theory, $e$ is an occupied level, $b$ is the perturbation applied to its orbital, and the minimizer is the part of the first-order orbital outside the occupied space. The result covers this problem in finite dimension with $b$ held fixed, so the self-consistent dependence of $b$ on the response is left out.

## The setting

The states form a complex inner product space $E$. The inner product is conjugate-linear in its first argument.

In Lean 4 with Mathlib:

```lean
import Mathlib

open scoped InnerProductSpace ComplexConjugate

namespace UnconstrainedResponse

noncomputable section

variable {E : Type*} [NormedAddCommGroup E] [InnerProductSpace ℂ E]
```

Let $H$ be Hermitian and $P$ an orthogonal projector, so that $P^\dagger=P=P^2$, with $HP=PH$. Put $Q=1-P$. The range of $Q$ consists of the vectors with $Px=0$, and this is how the code expresses it. The gap condition is
$$\langle x,(H-e)x\rangle>0\quad\text{for } Px=0,\ x\neq0 .$$
It is assumed, not derived from a spectrum. Each condition is one field of `GappedSplit`; `IsSymmetric` expresses Hermiticity.

```lean
/-- A Hermitian `H` commutes with an orthogonal projector `P`, and `H - e` is positive definite
on the range of `Q = 1 - P`, that is, on the vectors with `P x = 0`. -/
structure GappedSplit (H P : E →ₗ[ℂ] E) (e : ℝ) : Prop where
  hermitian : H.IsSymmetric
  proj_hermitian : P.IsSymmetric
  idem : ∀ x, P (P x) = P x
  comm : ∀ x, H (P x) = P (H x)
  gap : ∀ x, P x = 0 → x ≠ 0 → 0 < (⟪x, H x - (e : ℂ) • x⟫_ℂ).re
```

The lowest eigenvalue $E_0$ is the least real number $\mu$ for which $H\psi=\mu\psi$ has a nonzero solution.

```lean
/-- `E₀` is the lowest eigenvalue of `H`. -/
def IsLowestEigenvalue (H : E →ₗ[ℂ] E) (E₀ : ℝ) : Prop :=
  IsLeast {μ : ℝ | ∃ ψ : E, ψ ≠ 0 ∧ H ψ = (μ : ℂ) • ψ} E₀
```

Write $A_a=H+aP-e$ for the shifted operator, with $a$ real.

```lean
/-- The shifted operator `H + a P - e`. -/
def shifted (H P : E →ₗ[ℂ] E) (e a : ℝ) : E →ₗ[ℂ] E :=
  H + (a : ℂ) • P - (e : ℂ) • LinearMap.id
```

The constrained functional is
$$G(\varphi)=\langle\varphi,(H-e)\varphi\rangle+2\,\mathrm{Re}\langle\varphi,b\rangle .$$
The definition accepts any $\varphi$; the constraint $P\varphi=0$ enters in the theorems.

```lean
/-- The constrained functional `⟨φ, (H - e) φ⟩ + 2 Re ⟨φ, b⟩`, meant for `φ` in the range
of `Q`. -/
def constrained (H : E →ₗ[ℂ] E) (e : ℝ) (b φ : E) : ℝ :=
  (⟪φ, H φ - (e : ℂ) • φ⟫_ℂ).re + 2 * (⟪φ, b⟫_ℂ).re
```

The unconstrained functional is
$$F_a(\varphi)=\langle\varphi,A_a\varphi\rangle+2\,\mathrm{Re}\langle\varphi,Qb\rangle .$$
The code takes the real part of the quadratic term to obtain a real number. For Hermitian operators that term is real already.

```lean
/-- The unconstrained functional `⟨φ, (H + a P - e) φ⟩ + 2 Re ⟨φ, Q b⟩` with `Q = 1 - P`. -/
def unconstrained (H P : E →ₗ[ℂ] E) (e a : ℝ) (b φ : E) : ℝ :=
  (⟪φ, shifted H P e a φ⟫_ℂ).re + 2 * (⟪φ, b - P b⟫_ℂ).re
```

Two small identities serve the later steps: the formula for $A_ax$, and $\mathrm{Re}\langle y,cy\rangle=c\|y\|^2$ for real $c$.

```lean
private lemma shifted_apply (H P : E →ₗ[ℂ] E) (e a : ℝ) (x : E) :
    shifted H P e a x = H x + (a : ℂ) • P x - (e : ℂ) • x := rfl

private lemma re_inner_smul_self (c : ℝ) (y : E) :
    (⟪y, (c : ℂ) • y⟫_ℂ).re = c * ‖y‖ ^ 2 := by
  have h : (⟪y, y⟫_ℂ).re = ‖y‖ ^ 2 := inner_self_eq_norm_sq (𝕜 := ℂ) y
  rw [inner_smul_right, Complex.re_ofReal_mul, h]
```

## The lowest eigenvalue bounds the expectation value

From here on, every result that uses $E_0$ assumes that $E$ has finite dimension. The Hermitian $H$ then has an orthonormal eigenbasis $B_i$ with eigenvalues $l_i\ge E_0$. Then
$$\langle x,(H-E_0)x\rangle=\sum_i(l_i-E_0)\,|\langle B_i,x\rangle|^2\ge0,$$
which gives $E_0\|x\|^2\le\langle x,Hx\rangle$. In the proof, `ht` computes the coefficient of $(H-E_0)x$ along $B_i$, and `aux` shows that each term is nonnegative.

```lean
/-- The expectation value of `H` is at least its lowest eigenvalue times the squared norm. -/
theorem lowest_eigenvalue_le [FiniteDimensional ℂ E] {H : E →ₗ[ℂ] E} {E₀ : ℝ}
    (hH : H.IsSymmetric) (h0 : IsLowestEigenvalue H E₀) (x : E) :
    E₀ * ‖x‖ ^ 2 ≤ (⟪x, H x⟫_ℂ).re := by
  obtain ⟨n, B, l, hB⟩ : ∃ (n : ℕ) (B : OrthonormalBasis (Fin n) ℂ E) (l : Fin n → ℝ),
      ∀ i, H (B i) = (l i : ℂ) • B i :=
    ⟨_, hH.eigenvectorBasis rfl, hH.eigenvalues rfl, fun i => hH.apply_eigenvectorBasis rfl i⟩
  have hl : ∀ i, E₀ ≤ l i := fun i => h0.2 ⟨B i, B.orthonormal.ne_zero i, hB i⟩
  have aux : ∀ (c : ℝ) (z : ℂ), 0 ≤ c → 0 ≤ (conj z * ((c : ℂ) * z)).re := by
    intro c z hc
    have h : (conj z * ((c : ℂ) * z)).re = c * (z.re ^ 2 + z.im ^ 2) := by
      simp [Complex.mul_re, Complex.mul_im]
      ring
    rw [h]
    positivity
  -- expand `⟨x, (H - E₀) x⟩` in eigenvectors: every term is nonnegative
  have hpos : 0 ≤ (⟪x, H x - (E₀ : ℂ) • x⟫_ℂ).re := by
    rw [← B.sum_inner_mul_inner x (H x - (E₀ : ℂ) • x), Complex.re_sum]
    refine Finset.sum_nonneg fun i _ => ?_
    have ht : ⟪B i, H x - (E₀ : ℂ) • x⟫_ℂ = ((l i - E₀ : ℝ) : ℂ) * ⟪B i, x⟫_ℂ := by
      rw [inner_sub_right, inner_smul_right, ← hH (B i) x, hB i, inner_smul_left,
        Complex.conj_ofReal]
      push_cast
      ring
    rw [ht, ← inner_conj_symm x (B i)]
    exact aux _ _ (sub_nonneg.2 (hl i))
  rw [inner_sub_right, Complex.sub_re, re_inner_smul_self] at hpos
  linarith
```

## The shifted operator is positive definite

Split $x=Px+z$ with $z=Qx$. Then $A_ax=u+v$, where
$$u=(H+a-e)Px,\qquad v=(H-e)z .$$
Since $H$ commutes with $P$, we have $Pu=u$ and $Pv=0$. The cross terms $\langle Px,v\rangle$ and $\langle z,u\rangle$ therefore vanish (`c1`, `c2`), and
$$\langle x,A_ax\rangle=\langle Px,u\rangle+\langle z,v\rangle\ge(E_0+a-e)\|Px\|^2+\langle z,(H-e)z\rangle .$$
For $a>e-E_0$ the first coefficient is positive. If $z\ne0$, the gap condition makes the second term positive. If $z=0$ and $x\neq0$, then $Px\ne0$ and the first term is positive. The `by_cases` makes this distinction.

```lean
/-- For `a > e - E₀` the shifted operator `H + a P - e` is positive definite on the whole
space. -/
theorem shifted_pos [FiniteDimensional ℂ E] {H P : E →ₗ[ℂ] E} {e E₀ a : ℝ}
    (S : GappedSplit H P e) (h0 : IsLowestEigenvalue H E₀) (ha : e - E₀ < a)
    {x : E} (hx : x ≠ 0) : 0 < (⟪x, shifted H P e a x⟫_ℂ).re := by
  obtain ⟨z, hz⟩ : ∃ z, z = x - P x := ⟨_, rfl⟩
  obtain ⟨u, hu⟩ : ∃ u, u = H (P x) + ((a - e : ℝ) : ℂ) • P x := ⟨_, rfl⟩
  obtain ⟨v, hv⟩ : ∃ v, v = H z - (e : ℂ) • z := ⟨_, rfl⟩
  have hPz : P z = 0 := by rw [hz, map_sub, S.idem, sub_self]
  have hxz : P x + z = x := by rw [hz]; abel
  have hPu : P u = u := by rw [hu, map_add, map_smul, ← S.comm, S.idem]
  have hPv : P v = 0 := by rw [hv, map_sub, map_smul, ← S.comm, hPz]; simp
  have hA : shifted H P e a x = u + v := by
    rw [shifted_apply, hu, hv, hz, map_sub]
    push_cast
    module
  -- the two subspaces do not couple
  have c1 : ⟪P x, v⟫_ℂ = 0 := by rw [S.proj_hermitian x v, hPv, inner_zero_right]
  have c2 : ⟪z, u⟫_ℂ = 0 := by rw [← hPu, ← S.proj_hermitian z u, hPz, inner_zero_left]
  have key : ⟪x, shifted H P e a x⟫_ℂ = ⟪P x, u⟫_ℂ + ⟪z, v⟫_ℂ := by
    calc ⟪x, shifted H P e a x⟫_ℂ = ⟪P x + z, u + v⟫_ℂ := by rw [hA, hxz]
      _ = ⟪P x, u⟫_ℂ + ⟪z, v⟫_ℂ := by
        rw [inner_add_left, inner_add_right (P x) u v, inner_add_right z u v, c1, c2]
        ring
  have hy : (E₀ + a - e) * ‖P x‖ ^ 2 ≤ (⟪P x, u⟫_ℂ).re := by
    rw [hu, inner_add_right, Complex.add_re, re_inner_smul_self]
    linarith [lowest_eigenvalue_le S.hermitian h0 (P x)]
  have hk : 0 < E₀ + a - e := by linarith
  rw [key, Complex.add_re]
  by_cases hz0 : z = 0
  · have hPx : P x ≠ 0 := by
      intro h
      apply hx
      rw [← hxz, h, hz0, add_zero]
    have h1 : 0 < (E₀ + a - e) * ‖P x‖ ^ 2 := mul_pos hk (pow_pos (norm_pos_iff.2 hPx) 2)
    rw [hz0, inner_zero_left, Complex.zero_re]
    linarith
  · have h1 : 0 ≤ (E₀ + a - e) * ‖P x‖ ^ 2 := by positivity
    have h2 := S.gap z hPz hz0
    rw [← hv] at h2
    linarith
```

## Completing the square

Suppose $A_aw=-Qb$. For any displacement $d$, Hermiticity of $A_a$ gives
$$\langle w+d,A_a(w+d)\rangle=\langle w,A_aw\rangle+2\,\mathrm{Re}\langle d,A_aw\rangle+\langle d,A_ad\rangle .$$
The middle term is $-2\,\mathrm{Re}\langle d,Qb\rangle$, which cancels the change in the linear part of $F_a$. Hence
$$F_a(w+d)=F_a(w)+\langle d,A_ad\rangle .$$

```lean
/-- If `(H + a P - e) w = -Q b`, a displacement `d` from `w` changes the unconstrained
functional by exactly `⟨d, (H + a P - e) d⟩`. -/
theorem unconstrained_add {H P : E →ₗ[ℂ] E} {e a : ℝ} (S : GappedSplit H P e) {b w : E}
    (hw : shifted H P e a w = -(b - P b)) (d : E) :
    unconstrained H P e a b (w + d) =
      unconstrained H P e a b w + (⟪d, shifted H P e a d⟫_ℂ).re := by
  have hsym : ⟪shifted H P e a w, d⟫_ℂ = ⟪w, shifted H P e a d⟫_ℂ := by
    simp only [shifted_apply, inner_add_left, inner_sub_left, inner_smul_left, inner_add_right,
      inner_sub_right, inner_smul_right, Complex.conj_ofReal, S.hermitian w d,
      S.proj_hermitian w d]
  have hre : (⟪w, shifted H P e a d⟫_ℂ).re = -(⟪d, b - P b⟫_ℂ).re := by
    rw [← hsym, hw, inner_neg_left, Complex.neg_re, ← inner_conj_symm, Complex.conj_re]
  have hdw : (⟪d, shifted H P e a w⟫_ℂ).re = -(⟪d, b - P b⟫_ℂ).re := by
    rw [hw, inner_neg_right, Complex.neg_re]
  unfold unconstrained
  rw [map_add, inner_add_left, inner_add_left,
    inner_add_right w (shifted H P e a w), inner_add_right d (shifted H P e a w)]
  simp only [Complex.add_re]
  linarith
```

## The functionals agree on the range of $Q$

If $P\varphi=0$, then $aP\varphi=0$ and $\langle\varphi,Pb\rangle=\langle P\varphi,b\rangle=0$. So $F_a(\varphi)=G(\varphi)$ for every $a$.

```lean
/-- On the range of `Q` the unconstrained and the constrained functional have equal values. -/
theorem unconstrained_eq_constrained {H P : E →ₗ[ℂ] E} {e : ℝ} (S : GappedSplit H P e)
    (a : ℝ) (b : E) {φ : E} (hφ : P φ = 0) :
    unconstrained H P e a b φ = constrained H e b φ := by
  have h : ⟪φ, P b⟫_ℂ = 0 := by rw [← S.proj_hermitian φ b, hφ, inner_zero_left]
  unfold unconstrained constrained
  rw [shifted_apply, hφ, smul_zero, add_zero, inner_sub_right φ b, h, sub_zero]
```

## The common minimizer

Choose one $a_0>e-E_0$. Positivity makes $A_{a_0}$ injective, and in finite dimension it is then surjective, so $A_{a_0}w=-Qb$ has a solution. Since $A_{a_0}$ commutes with $P$,
$$A_{a_0}Pw=PA_{a_0}w=-PQb=0,$$
and injectivity gives $Pw=0$. The shift term then drops out: $A_aw=(H-e)w=-Qb$ for every real $a$ (`hall`).

For $a>e-E_0$ and $\varphi\ne w$, completing the square with $d=\varphi-w$ gives
$$F_a(\varphi)-F_a(w)=\langle\varphi-w,A_a(\varphi-w)\rangle>0 .$$
Restricted to $P\varphi=0$, where $F_{a_0}=G$, the same inequality says that $w$ is the strict minimizer of $G$.

In the statement, `∃ w` comes before `∀ a`: this order expresses that $w$ does not depend on $a$. The strict inequalities give uniqueness, and the equality at `w` identifies the two minimum values.

```lean
/-- One vector `w` in the range of `Q` is the unique minimizer of the constrained functional
there and, for every `a > e - E₀`, the unique minimizer of the unconstrained functional over the
whole space, with the same minimum value. -/
theorem unconstrained_minimizer [FiniteDimensional ℂ E] {H P : E →ₗ[ℂ] E} {e E₀ : ℝ}
    (S : GappedSplit H P e) (h0 : IsLowestEigenvalue H E₀) (b : E) :
    ∃ w, P w = 0 ∧
      (∀ φ, P φ = 0 → φ ≠ w → constrained H e b w < constrained H e b φ) ∧
      ∀ a, e - E₀ < a →
        unconstrained H P e a b w = constrained H e b w ∧
        ∀ φ, φ ≠ w → unconstrained H P e a b w < unconstrained H P e a b φ := by
  obtain ⟨a₀, ha₀⟩ : ∃ a₀, e - E₀ < a₀ := exists_gt _
  have hzero : ∀ x, shifted H P e a₀ x = 0 → x = 0 := by
    intro x hx
    by_contra hne
    have h := shifted_pos S h0 ha₀ hne
    rw [hx, inner_zero_right, Complex.zero_re] at h
    exact lt_irrefl _ h
  have hinj : Function.Injective (shifted H P e a₀) :=
    (injective_iff_map_eq_zero _).2 hzero
  obtain ⟨w, hw⟩ := LinearMap.injective_iff_surjective.1 hinj (-(b - P b))
  -- projecting the linear equation with `P` shows that `w` lies in the range of `Q`
  have hPw : P w = 0 := by
    apply hzero
    have h : shifted H P e a₀ (P w) = P (shifted H P e a₀ w) := by
      simp only [shifted_apply, map_add, map_sub, map_smul, S.comm]
    rw [h, hw, map_neg, map_sub, S.idem, sub_self, neg_zero]
  -- hence the same `w` solves the equation for every shift
  have hall : ∀ a, shifted H P e a w = -(b - P b) := by
    intro a
    rw [← hw, shifted_apply, shifted_apply, hPw, smul_zero, smul_zero]
  have hmin : ∀ a, e - E₀ < a → ∀ φ, φ ≠ w →
      unconstrained H P e a b w < unconstrained H P e a b φ := by
    intro a ha φ hφ
    have h := unconstrained_add S (hall a) (φ - w)
    rw [add_sub_cancel] at h
    linarith [shifted_pos S h0 ha (sub_ne_zero.2 hφ)]
  refine ⟨w, hPw, fun φ hφ hne => ?_, fun a ha =>
    ⟨unconstrained_eq_constrained S a b hPw, hmin a ha⟩⟩
  rw [← unconstrained_eq_constrained S a₀ b hPw, ← unconstrained_eq_constrained S a₀ b hφ]
  exact hmin a₀ ha₀ φ hne
```

## Too small a shift

Let $\psi\neq0$ satisfy $P\psi=\psi$ and $H\psi=\mu\psi$, and let $a<e-\mu$. Since $\langle\psi,Qb\rangle=0$, for real $t$
$$F_a(t\psi)=(\mu+a-e)\,t^2\|\psi\|^2=-t^2k,\qquad k=(e-\mu-a)\|\psi\|^2>0 .$$
Given a real $C$, take $t=1+|C|/k\ge1$. Then $t^2k\ge tk=k+|C|>|C|$, so $F_a(t\psi)<C$. When an eigenvector for $E_0$ lies in the range of $P$, the threshold $e-E_0$ therefore can't be lowered.

```lean
/-- If `H` has an eigenvector in the range of `P` with eigenvalue `μ` and `a < e - μ`, the
unconstrained functional is unbounded below. -/
theorem unbounded_of_small_shift {H P : E →ₗ[ℂ] E} {e a μ : ℝ} (S : GappedSplit H P e)
    {ψ : E} (hψ : ψ ≠ 0) (hP : P ψ = ψ) (hH : H ψ = (μ : ℂ) • ψ) (ha : a < e - μ) (b : E)
    (C : ℝ) : ∃ φ, unconstrained H P e a b φ < C := by
  have hval : ∀ t : ℝ, unconstrained H P e a b ((t : ℂ) • ψ) =
      (μ + a - e) * (t ^ 2 * ‖ψ‖ ^ 2) := by
    intro t
    have h1 : shifted H P e a ((t : ℂ) • ψ) = ((μ + a - e : ℝ) : ℂ) • ((t : ℂ) • ψ) := by
      rw [shifted_apply, map_smul, map_smul, hP, hH]
      push_cast
      module
    have h2 : ⟪ψ, b - P b⟫_ℂ = 0 := by
      rw [← hP, S.proj_hermitian ψ (b - P b), map_sub, S.idem, sub_self, inner_zero_right]
    unfold unconstrained
    rw [h1, re_inner_smul_self, inner_smul_left, h2, mul_zero, Complex.zero_re, norm_smul,
      Complex.norm_real, mul_pow, Real.norm_eq_abs, sq_abs]
    ring
  obtain ⟨k, hk⟩ : ∃ k, k = (e - μ - a) * ‖ψ‖ ^ 2 := ⟨_, rfl⟩
  have hkpos : 0 < k := by
    rw [hk]
    exact mul_pos (by linarith) (pow_pos (norm_pos_iff.2 hψ) 2)
  -- go far enough along the eigenvector
  obtain ⟨t, ht⟩ : ∃ t, t = 1 + |C| / k := ⟨_, rfl⟩
  have ht1 : 1 ≤ t := by
    rw [ht]
    have : 0 ≤ |C| / k := by positivity
    linarith
  have htk : t * k = k + |C| := by
    rw [ht, add_mul, one_mul, div_mul_cancel₀ _ hkpos.ne']
  refine ⟨(t : ℂ) • ψ, ?_⟩
  have h3 : (μ + a - e) * (t ^ 2 * ‖ψ‖ ^ 2) = -(t * (t * k)) := by rw [hk]; ring
  have h4 : t * k ≤ t * (t * k) := le_mul_of_one_le_left (by positivity) ht1
  rw [hval, h3]
  linarith [neg_abs_le C]
```

## Three levels by hand

Take $H=\mathrm{diag}(-1,0,2)$, $P=\mathrm{diag}(1,1,0)$, $e=0$ and $b=(1,1,4)$, with components numbered from 0. Here $E_0=-1$, so the condition is $a>1$. On the range of $Q$, $\varphi=(0,0,\varphi_2)$ and
$$G(\varphi)=2|\varphi_2|^2+8\,\mathrm{Re}\,\varphi_2=2|\varphi_2+2|^2-8 .$$
The minimizer is $w=(0,0,-2)$ and the minimum is $-8$. With $a=3$,
$$F_3(\varphi)=2|\varphi_0|^2+3|\varphi_1|^2+2|\varphi_2+2|^2-8,$$
which has the same minimizer and minimum. With $a=\tfrac12$, the vectors $(t,0,0)$ give $-t^2/2$, which is unbounded below.

The code builds diagonal operators and shows that they are Hermitian.

```lean
/-- The operator on a three-level system that is diagonal with real entries `d`. -/
def levels (d : Fin 3 → ℝ) : EuclideanSpace ℂ (Fin 3) →ₗ[ℂ] EuclideanSpace ℂ (Fin 3) where
  toFun x := WithLp.toLp 2 fun i => (d i : ℂ) * x i
  map_add' x y := by ext i; simp [mul_add]
  map_smul' c x := by ext i; simp [mul_left_comm]

private lemma levels_apply (d : Fin 3 → ℝ) (x : EuclideanSpace ℂ (Fin 3)) (i : Fin 3) :
    levels d x i = (d i : ℂ) * x i := rfl

private lemma levels_symm (d : Fin 3 → ℝ) : (levels d).IsSymmetric := by
  intro x y
  simp only [PiLp.inner_apply, levels_apply, RCLike.inner_apply, map_mul, Complex.conj_ofReal]
  exact Finset.sum_congr rfl fun i _ => by ring
```

It then checks that this $H$, $P$ and $e$ meet the hypotheses; the arithmetic with $b$ above was done on paper only. For the gap, $Px=0$ forces $x_0=x_1=0$, leaving $\langle x,Hx\rangle=2|x_2|^2>0$. For the lowest eigenvalue, the first basis vector attains $-1$, and any nonzero component of an eigenvector forces its eigenvalue to equal a diagonal entry, each of which is at least $-1$.

```lean
/-- The three-level Hamiltonian `diag(-1, 0, 2)` with the projector `diag(1, 1, 0)` and `e = 0`
meets all the hypotheses, with lowest eigenvalue `-1`. -/
theorem gappedSplit_witness :
    GappedSplit (levels ![-1, 0, 2]) (levels ![1, 1, 0]) 0 ∧
      IsLowestEigenvalue (levels ![-1, 0, 2]) (-1) := by
  refine ⟨⟨levels_symm _, levels_symm _, ?_, ?_, ?_⟩, ?_, ?_⟩
  · intro x
    ext i
    fin_cases i <;> simp [levels_apply]
  · intro x
    ext i
    fin_cases i <;> simp [levels_apply]
  · intro x hx hne
    have h0 : x 0 = 0 := by
      have h := congrArg (fun v : EuclideanSpace ℂ (Fin 3) => v 0) hx
      simpa [levels_apply] using h
    have h1 : x 1 = 0 := by
      have h := congrArg (fun v : EuclideanSpace ℂ (Fin 3) => v 1) hx
      simpa [levels_apply] using h
    have h2 : x 2 ≠ 0 := by
      intro h
      apply hne
      ext i
      fin_cases i <;> simp [h0, h1, h]
    have hv : (⟪x, levels ![-1, 0, 2] x - ((0 : ℝ) : ℂ) • x⟫_ℂ).re =
        2 * Complex.normSq (x 2) := by
      rw [Complex.ofReal_zero, zero_smul, sub_zero, PiLp.inner_apply, Fin.sum_univ_three]
      simp only [levels_apply, RCLike.inner_apply, h0, h1]
      simp [Complex.normSq_apply, Complex.mul_re, Complex.mul_im]
      ring
    rw [hv]
    linarith [Complex.normSq_pos.2 h2]
  · refine ⟨EuclideanSpace.single 0 1, ?_, ?_⟩
    · intro h
      have h' := congrArg (fun v : EuclideanSpace ℂ (Fin 3) => v 0) h
      simp at h'
    · ext i
      fin_cases i <;> simp [levels_apply]
  · rintro μ ⟨ψ, hne, h⟩
    by_contra hlt
    have hd : ∀ i, (-1 : ℝ) ≤ (![-1, 0, 2] : Fin 3 → ℝ) i := by
      intro i
      fin_cases i <;> norm_num
    apply hne
    ext i
    have hi : (((![-1, 0, 2] : Fin 3 → ℝ) i : ℝ) : ℂ) * ψ i = (μ : ℂ) * ψ i :=
      congrArg (fun v : EuclideanSpace ℂ (Fin 3) => v i) h
    by_contra hψ
    have hμ := Complex.ofReal_injective (mul_right_cancel₀ hψ hi)
    exact hlt (hμ ▸ hd i)

end

end UnconstrainedResponse
```

```lean
#print axioms UnconstrainedResponse.unconstrained_eq_constrained
#print axioms UnconstrainedResponse.unconstrained_minimizer
#print axioms UnconstrainedResponse.unbounded_of_small_shift
```

```
'UnconstrainedResponse.unconstrained_eq_constrained' depends on axioms: [propext, Classical.choice, Quot.sound]
'UnconstrainedResponse.unconstrained_minimizer' depends on axioms: [propext, Classical.choice, Quot.sound]
'UnconstrainedResponse.unbounded_of_small_shift' depends on axioms: [propext, Classical.choice, Quot.sound]
```
